# For Unit Vectors u and v, the Operator Norm of u u† − v v† Is √(1 − |⟨u,v⟩|²)

In ℂ², take u = (1, 0) and v = (cos θ, sin θ) with θ real: the matrix u u† − v v† has rows (sin²θ, −sin θ cos θ) and (−sin θ cos θ, −sin²θ), and its square is sin²θ times the identity. Since the matrix is Hermitian, it stretches every vector by the factor |sin θ| = √(1 − |⟨u,v⟩|²), and the Lean file below proves this value of the norm for unit vectors in any complex inner-product space.

```lean
import Mathlib

open scoped InnerProductSpace Topology
open Filter

namespace ProjectorDistance

noncomputable section

variable {E : Type*} [NormedAddCommGroup E] [InnerProductSpace ℂ E]

/-- The operator `|u⟩⟨u|`, sending `x` to `⟨u,x⟩ u`. For a unit vector `u` it is the
projector onto the state `u`. -/
def rayProj (u : E) : E →L[ℂ] E := (innerSL ℂ u).smulRight u

/-- The action of `|u⟩⟨u|` on a vector. -/
theorem rayProj_apply (u x : E) : rayProj u x = ⟪u, x⟫_ℂ • u := by
  simp [rayProj]

private theorem sub_apply' (u v x : E) :
    (rayProj u - rayProj v) x = ⟪u, x⟫_ℂ • u - ⟪v, x⟫_ℂ • v := by
  simp [rayProj]

private theorem inner_self' (x : E) : ⟪x, x⟫_ℂ = ((‖x‖ ^ 2 : ℝ) : ℂ) :=
  (inner_self_eq_norm_sq_to_K (𝕜 := ℂ) x).trans (Complex.ofReal_pow _ _).symm

private theorem inner_unit {u : E} (hu : ‖u‖ = 1) : ⟪u, u⟫_ℂ = 1 := by
  rw [inner_self', hu]; norm_num

private theorem overlap_mul (u v : E) :
    ⟪u, v⟫_ℂ * ⟪v, u⟫_ℂ = ((‖⟪u, v⟫_ℂ‖ ^ 2 : ℝ) : ℂ) := by
  rw [← inner_conj_symm v u, Complex.mul_conj, Complex.normSq_eq_norm_sq]

/-- Removing from `w` its component along a unit vector `u` leaves a vector of squared
length `‖w‖² - |⟨u,w⟩|²`. -/
theorem norm_sq_residual {u : E} (hu : ‖u‖ = 1) (w : E) :
    ‖w - ⟪u, w⟫_ℂ • u‖ ^ 2 = ‖w‖ ^ 2 - ‖⟪u, w⟫_ℂ‖ ^ 2 := by
  have hre : RCLike.re (⟪u, w⟫_ℂ * ⟪w, u⟫_ℂ) = ‖⟪u, w⟫_ℂ‖ ^ 2 := by
    rw [overlap_mul]; exact Complex.ofReal_re _
  rw [@norm_sub_sq ℂ, inner_smul_right, hre, norm_smul, hu]
  ring

/-- For unit vectors, the difference of the two projectors maps `v` to a vector of squared
length `1 - |⟨u,v⟩|²`, the infidelity. -/
theorem norm_sq_diff_apply {u v : E} (hu : ‖u‖ = 1) (hv : ‖v‖ = 1) :
    ‖(rayProj u - rayProj v) v‖ ^ 2 = 1 - ‖⟪u, v⟫_ℂ‖ ^ 2 := by
  rw [sub_apply', inner_unit hv, one_smul, norm_sub_rev, norm_sq_residual hu, hv, one_pow]

/-- The difference of `|u⟩⟨u|` and `|v⟩⟨v|` is a symmetric operator. -/
theorem diff_symmetric (u v x y : E) :
    ⟪(rayProj u - rayProj v) x, y⟫_ℂ = ⟪x, (rayProj u - rayProj v) y⟫_ℂ := by
  simp only [sub_apply', inner_sub_left, inner_sub_right, inner_smul_left,
    inner_smul_right, inner_conj_symm]
  ring

/-- For unit vectors, the difference `D` of the two projectors satisfies
`D³ = (1 - |⟨u,v⟩|²) D`. -/
theorem diff_cube {u v : E} (hu : ‖u‖ = 1) (hv : ‖v‖ = 1) (x : E) :
    (rayProj u - rayProj v) ((rayProj u - rayProj v) ((rayProj u - rayProj v) x)) =
      ((1 - ‖⟪u, v⟫_ℂ‖ ^ 2 : ℝ) : ℂ) • (rayProj u - rayProj v) x := by
  have hs : ((1 - ‖⟪u, v⟫_ℂ‖ ^ 2 : ℝ) : ℂ) = 1 - ⟪u, v⟫_ℂ * ⟪v, u⟫_ℂ := by
    rw [overlap_mul, Complex.ofReal_sub, Complex.ofReal_one]
  rw [hs]
  simp only [sub_apply', inner_sub_right, inner_smul_right, inner_unit hu, inner_unit hv]
  module

/-- The operator-norm distance between the projectors onto two unit vectors is
`√(1 - |⟨u,v⟩|²)`. -/
theorem norm_rayProj_sub {u v : E} (hu : ‖u‖ = 1) (hv : ‖v‖ = 1) :
    ‖rayProj u - rayProj v‖ = √(1 - ‖⟪u, v⟫_ℂ‖ ^ 2) := by
  have hsym := diff_symmetric u v
  have hcube := diff_cube hu hv
  have hDv := norm_sq_diff_apply hu hv
  generalize rayProj u - rayProj v = D at *
  generalize 1 - ‖⟪u, v⟫_ℂ‖ ^ 2 = s at *
  have hs : 0 ≤ s := by rw [← hDv]; positivity
  apply le_antisymm
  · refine ContinuousLinearMap.opNorm_le_bound _ (Real.sqrt_nonneg _) fun x => ?_
    -- Cauchy-Schwarz, after moving one factor of `D` across the inner product
    have h1 : ‖D x‖ ^ 2 ≤ ‖x‖ * ‖D (D x)‖ := by
      have h := norm_inner_le_norm (𝕜 := ℂ) x (D (D x))
      rwa [← hsym, inner_self', Complex.norm_real, Real.norm_of_nonneg (sq_nonneg _)] at h
    -- on its range, `D` stretches every vector by the same factor `√s`
    have h2 : ‖D (D x)‖ ^ 2 = s * ‖D x‖ ^ 2 := by
      have e := hsym (D x) (D (D x))
      rw [hcube, inner_smul_right, inner_self', inner_self', ← Complex.ofReal_mul] at e
      exact Complex.ofReal_injective e
    have h3 : ‖D (D x)‖ = √s * ‖D x‖ := by
      rw [← Real.sqrt_sq (norm_nonneg (D (D x))), h2, Real.sqrt_mul hs,
        Real.sqrt_sq (norm_nonneg _)]
    rw [h3] at h1
    rcases (norm_nonneg (D x)).eq_or_lt with h | h
    · rw [← h]; positivity
    · exact le_of_mul_le_mul_right (by linarith) h
  · -- the vector `v` attains the bound
    have h := D.le_opNorm v
    rw [hv, mul_one] at h
    rwa [← hDv, Real.sqrt_sq (norm_nonneg _)]

open scoped Matrix.Norms.L2Operator in
/-- For unit vectors `u`, `v` in `ℂⁿ`, the matrix `u u† - v v†` has operator norm
`√(1 - |⟨u,v⟩|²)`. -/
theorem norm_matrix_sub {n : Type*} [Fintype n] [DecidableEq n]
    {u v : EuclideanSpace ℂ n} (hu : ‖u‖ = 1) (hv : ‖v‖ = 1) :
    ‖Matrix.vecMulVec u.ofLp (star u.ofLp) - Matrix.vecMulVec v.ofLp (star v.ofLp)‖ =
      √(1 - ‖⟪u, v⟫_ℂ‖ ^ 2) := by
  rw [← norm_rayProj_sub hu hv, Matrix.l2_opNorm_def]
  congr 1
  ext x i
  have key : ∀ w : EuclideanSpace ℂ n,
      (Matrix.vecMulVec w.ofLp (star w.ofLp)).mulVec x.ofLp i = ⟪w, x⟫_ℂ * w.ofLp i := by
    intro w
    simp only [Matrix.mulVec, dotProduct, Matrix.vecMulVec_apply, PiLp.inner_apply,
      RCLike.inner_apply, Finset.sum_mul, Pi.star_apply]
    refine Finset.sum_congr rfl fun j _ => ?_
    rw [starRingEnd_apply]
    ring
  change (Matrix.vecMulVec u.ofLp (star u.ofLp) -
    Matrix.vecMulVec v.ofLp (star v.ofLp)).mulVec x.ofLp i = _
  rw [Matrix.sub_mulVec, Pi.sub_apply, key, key, sub_apply']
  rfl

/-- Two unit vectors have the same projector exactly when they differ by a phase. -/
theorem rayProj_eq_iff {u v : E} (hu : ‖u‖ = 1) (hv : ‖v‖ = 1) :
    rayProj u = rayProj v ↔ ∃ z : ℂ, ‖z‖ = 1 ∧ v = z • u := by
  constructor
  · intro h
    have e : ⟪u, v⟫_ℂ • u = v := by
      rw [← rayProj_apply, h, rayProj_apply, inner_unit hv, one_smul]
    refine ⟨⟪u, v⟫_ℂ, ?_, e.symm⟩
    have hn := congrArg norm e
    rwa [norm_smul, hu, hv, mul_one] at hn
  · rintro ⟨z, hz, rfl⟩
    have hzz : z * (starRingEnd ℂ) z = 1 := by
      rw [Complex.mul_conj, Complex.normSq_eq_norm_sq, hz]; norm_num
    ext x
    rw [rayProj_apply, rayProj_apply, inner_smul_left, smul_smul]
    congr 1
    linear_combination (-⟪u, x⟫_ℂ) * hzz

/-- Along a curve `ψ` of unit vectors with derivative `d` at `t`, the squared projector
distance divided by the squared step tends to the quantum metric `‖d‖² - |⟨ψ(t),d⟩|²`. -/
theorem tendsto_quantum_metric {ψ : ℝ → E} (hψ : ∀ t, ‖ψ t‖ = 1) {t : ℝ} {d : E}
    (hd : HasDerivAt ψ d t) :
    Tendsto (fun h : ℝ => ‖rayProj (ψ (t + h)) - rayProj (ψ t)‖ ^ 2 / h ^ 2)
      (𝓝[≠] 0) (𝓝 (‖d‖ ^ 2 - ‖⟪ψ t, d⟫_ℂ‖ ^ 2)) := by
  have hc : Continuous fun w : E => ‖w‖ ^ 2 - ‖⟪ψ t, w⟫_ℂ‖ ^ 2 := by fun_prop
  refine Tendsto.congr (fun h => ?_)
    ((hc.tendsto d).comp (hasDerivAt_iff_tendsto_slope_zero.mp hd))
  change ‖h⁻¹ • (ψ (t + h) - ψ t)‖ ^ 2 - ‖⟪ψ t, h⁻¹ • (ψ (t + h) - ψ t)⟫_ℂ‖ ^ 2 = _
  -- the component of the difference quotient orthogonal to `ψ t`
  have hw : ((h⁻¹ : ℝ) : ℂ) • (ψ (t + h) - ψ t) -
      ⟪ψ t, ((h⁻¹ : ℝ) : ℂ) • (ψ (t + h) - ψ t)⟫_ℂ • ψ t =
      ((h⁻¹ : ℝ) : ℂ) • (ψ (t + h) - ⟪ψ t, ψ (t + h)⟫_ℂ • ψ t) := by
    rw [inner_smul_right, inner_sub_right, inner_unit (hψ t)]
    module
  have hs : 0 ≤ 1 - ‖⟪ψ t, ψ (t + h)⟫_ℂ‖ ^ 2 := by
    rw [← norm_sq_diff_apply (hψ t) (hψ (t + h))]; positivity
  rw [← Complex.coe_smul, ← norm_sq_residual (hψ t), hw, norm_smul, mul_pow,
    norm_sq_residual (hψ t), hψ (t + h), one_pow, Complex.norm_real, Real.norm_eq_abs,
    sq_abs, inv_pow, norm_sub_rev, norm_rayProj_sub (hψ t) (hψ (t + h)), Real.sq_sqrt hs,
    div_eq_inv_mul]

end

end ProjectorDistance
```

```lean
#print axioms ProjectorDistance.norm_rayProj_sub
#print axioms ProjectorDistance.norm_matrix_sub
#print axioms ProjectorDistance.rayProj_eq_iff
#print axioms ProjectorDistance.tendsto_quantum_metric
```

```
'ProjectorDistance.norm_rayProj_sub' depends on axioms: [propext, Classical.choice, Quot.sound]
'ProjectorDistance.norm_matrix_sub' depends on axioms: [propext, Classical.choice, Quot.sound]
'ProjectorDistance.rayProj_eq_iff' depends on axioms: [propext, Classical.choice, Quot.sound]
'ProjectorDistance.tendsto_quantum_metric' depends on axioms: [propext, Classical.choice, Quot.sound]
```

## Comparing states whose phases are arbitrary

Diagonalise a Hamiltonian matrix, written in a fixed orthonormal basis, at two neighbouring parameter values, for instance two crystal momenta. For a chosen nondegenerate level this returns two normalised eigenvectors u and v. Each carries an arbitrary phase, so the length ‖u − v‖ mixes the physical change of the state with an accident of the eigensolver. The projectors u u† and v v†, where † denotes the conjugate transpose, do not depend on these phases, and the norm of their difference is a distance between the states themselves.

The formula expresses this distance through the overlap. With the fidelity defined as F = |⟨u,v⟩|², the distance is √(1 − F). Some texts call |⟨u,v⟩| without the square the fidelity, which changes how the formula looks but not what it says.

For a single isolated band followed along one parameter, this links the overlaps computed on a grid to the quantum metric, a quantity that enters the spread of Wannier functions. The vectors then have to represent the cell-periodic parts of the Bloch functions, because the full Bloch functions at two inequivalent crystal momenta are orthogonal, however close the momenta are.

## The norm from a cubic identity

Write P_u for the operator that sends x to ⟨u,x⟩u. The inner product is conjugate-linear in its first slot, as is usual in physics. Put

D = P_u − P_v, c = ⟨u,v⟩, s = 1 − |c|².

**A vector that is stretched by √s.** Take any vector w and remove its component along u. Expanding the square and using ‖u‖ = 1 gives

‖w − ⟨u,w⟩u‖² = ‖w‖² − 2|⟨u,w⟩|² + |⟨u,w⟩|² = ‖w‖² − |⟨u,w⟩|².

Since Dv = cu − v, the choice w = v yields ‖Dv‖² = s. In particular s ≥ 0. As v has length one, the norm of D is at least √s.

**Symmetry.** For all x and y,

⟨P_u x, y⟩ = ⟨x,u⟩⟨u,y⟩ = ⟨x, P_u y⟩,

and the same holds for P_v, hence for D.

**The cubic identity.** On the two states, D acts as

Du = u − c̄v, Dv = cu − v.

Applying D once more gives

D²u = Du − c̄Dv = u − c̄v − |c|²u + c̄v = su,
D²v = cDu − Dv = cu − |c|²v − cu + v = sv.

Every vector Dx is a combination of u and v, so D²(Dx) = s Dx, that is,

D³ = sD.

In the opening example the stronger relation D² = s held on the whole space. In higher dimension D annihilates everything orthogonal to u and v, and the extra factor of D takes care of those directions.

**No vector is stretched by more.** Symmetry and the cubic identity give

‖D²x‖² = ⟨D²x, D²x⟩ = ⟨Dx, D³x⟩ = s‖Dx‖².

Symmetry and the Cauchy–Schwarz inequality give

‖Dx‖² = ⟨x, D²x⟩ ≤ ‖x‖ ‖D²x‖ = √s ‖x‖ ‖Dx‖.

If Dx ≠ 0, division by ‖Dx‖ leaves ‖Dx‖ ≤ √s ‖x‖. If Dx = 0, the inequality holds trivially. The two bounds together give ‖D‖ = √s.

## Orthogonal states, equal states and one dimension

For orthogonal states c = 0 and the distance is 1, its largest value. For states that differ by a phase |c| = 1 and the distance is 0. In ℂ¹ any two unit vectors differ by a phase, so both sides of the formula vanish there.

## From projector distance to quantum metric

Let ψ(t) be a curve of unit vectors with derivative d at t, and let h ≠ 0 be a step. Write P(t) for the projector onto ψ(t) and

δ = (ψ(t+h) − ψ(t))/h.

Subtracting from δ its component along ψ(t) removes the term ψ(t)/h completely:

δ − ⟨ψ(t),δ⟩ψ(t) = (ψ(t+h) − ⟨ψ(t),ψ(t+h)⟩ψ(t))/h.

Taking squared lengths on both sides, with the residual formula used twice, gives

‖δ‖² − |⟨ψ(t),δ⟩|² = (1 − |⟨ψ(t),ψ(t+h)⟩|²)/h² = ‖P(t+h) − P(t)‖²/h².

This is an identity at every nonzero step. As h → 0, δ tends to d, and the left side is a continuous function of δ, so the quotient tends to

‖d‖² − |⟨ψ(t),d⟩|².

This is the quantum metric for one parameter, the diagonal component of the quantum geometric tensor. For ψ(t) = (cos t, sin t) the quotient is sin²h/h² and the metric is 1.

## What the Lean statements say

The space `E` is any complex inner-product space. It may have infinite dimension and need not be complete. `rayProj u` is P_u as a bounded linear operator. It is defined for every vector, but it is a projector onto a state only when `u` has unit length, which the hypotheses `hu : ‖u‖ = 1` and `hv : ‖v‖ = 1` supply.

`norm_rayProj_sub` is the distance formula in this general setting. `norm_matrix_sub` states it for matrices. There `n` is a finite index type, not a number, and `EuclideanSpace ℂ n` is ℂⁿ with its usual length. The expression `Matrix.vecMulVec u.ofLp (star u.ofLp)` is the matrix with entries uᵢūⱼ, which is u u†. The line `open scoped Matrix.Norms.L2Operator` selects the matrix norm: the operator norm for Euclidean lengths, equal to the largest singular value. The choice matters in practice, because the Frobenius norm of the same difference is larger by a factor √2 and would double the metric.

`rayProj_eq_iff` describes the gauge freedom: two unit vectors have the same projector exactly when `v = z • u` for a complex number `z` of modulus one.

`tendsto_quantum_metric` is the limit of the finite-difference quotient. The hypothesis `hψ` says that the state is normalised at every parameter value, and `HasDerivAt ψ d t` says that the curve has derivative `d` at the single point `t`. The symbol `𝓝[≠] 0` means that the step approaches zero without being zero.

The step left to the user is the one from a Hamiltonian to such a curve. For a Bloch band one has to know that normalised eigenvectors can be chosen so that the curve is differentiable at the point of interest, as they can for an isolated nondegenerate band of a smoothly varying Hamiltonian. The computed eigenvectors themselves need not follow that choice, since the quotient contains only projectors and is unchanged by a phase at each grid point. The theorem treats one state and one parameter; it says nothing about off-diagonal metric components, Berry curvature or groups of entangled bands, and it gives no error estimate at finite step.

## How the lemmas fit together

`norm_sq_residual` is the formula for removing a component, and `norm_sq_diff_apply` applies it to Dv. `diff_symmetric` and `diff_cube` supply the symmetry and the cubic identity. In `diff_cube` the operators are expanded on a general x, the inner products ⟨u,u⟩ and ⟨v,v⟩ are replaced by 1, and the tactic `module` compares the coefficients of u and v. The calculation above does the same in two shorter steps.

`norm_rayProj_sub` first collects these facts and then uses `generalize` to replace the difference of projectors by a letter `D` and the infidelity by a letter `s`. From there on, the argument uses only symmetry, the cubic identity, the length of Dv and ‖v‖ = 1. Inside it, `h1` is the Cauchy–Schwarz step, `h2` is the relation ‖D²x‖² = s‖Dx‖², and `h3` is its square root. The case distinction at the end separates Dx = 0 from Dx ≠ 0 before the common factor is cancelled.

`norm_matrix_sub` reduces the matrix statement to the operator statement. Its intermediate claim `key` computes component i of (w w†)x as ⟨w,x⟩wᵢ, so the matrix and the operator act identically on every vector.

For `rayProj_eq_iff`, equal projectors are applied to v, which gives ⟨u,v⟩u = v. Taking norms shows that ⟨u,v⟩ has modulus one, so it is the required phase. In the other direction the phase meets its own conjugate and the product is 1.

In `tendsto_quantum_metric`, `hc` is the continuity of the metric expression, and `hasDerivAt_iff_tendsto_slope_zero` turns the derivative into the limit of δ. The equation `hw` is the cancellation of ψ(t)/h, and the final rewriting carries out the chain of squared lengths.

## An operator norm without eigenvalues

The upper bound rests on the Mathlib lemma `ContinuousLinearMap.opNorm_le_bound`. Mathlib defines the norm of a bounded operator as the infimum of all constants C ≥ 0 for which ‖Dx‖ ≤ C‖x‖ holds for every x. The lemma therefore asks for two things, that the proposed constant is nonnegative and that the inequality holds for an arbitrary x, and returns ‖D‖ ≤ C. Here the constant is √s, its sign comes from `Real.sqrt_nonneg`, and the inequality is the Cauchy–Schwarz argument.

A textbook calculation might instead diagonalise D on the span of u and v and read off the eigenvalues ±√s. That route also works in every dimension, but when it is carried out in an explicit basis of the span, the case in which u and v are parallel has to be treated separately. The Cauchy–Schwarz argument uses no basis, so parallel vectors, and with them the whole of ℂ¹, are covered by the same proof. The lower bound uses the companion lemma `le_opNorm`, evaluated at the single vector v.
